# A lower bound on the weighted core potential of a pseudo-orbital $r^{l+1}e^{p(r)}$

Take an s orbital $u(r)=r\,e^{p(r)}$ with $p(r)=br^2/2$ on $[0,R]$, where $b$ is real and $R>0$ is the core radius. In Hartree atomic units, inverting the radial equation at energy $E$ gives the potential $V$ with $V-E=\tfrac32 b+\tfrac12 b^2r^2$, so

$$\int_0^R r^2(V-E)\,dr=\frac{bR^3}{2}+\frac{b^2R^5}{10}.$$

The first term is $R^2p'(R)/2$, fixed at the boundary; the second is never negative. For $R=1$, $b=-1$, the integral is $-\tfrac12+\tfrac1{10}=-\tfrac25$, above the boundary value $-\tfrac12$. With the weight $r^{2l+2}$ in place of $r^2$, the same split holds for every angular momentum $l$ and every exponent $p$ that is $C^2$ on $[0,R]$; the boundary term is then $R^{2l+2}p'(R)/2$.

```lean
import Mathlib

open Set

namespace PseudopotentialCoreRepulsion

noncomputable section
```

## The exponent and its potential

`IsC2Exponent` supplies $p$ with its derivatives $p'$ and $p''$ on the closed interval, one-sided at the ends, and requires $p''$ to be continuous. In Lean, `p'` and `p''` are separate functions tied to `p` by these conditions.

```lean
/-- The exponent `p` is twice continuously differentiable on `[0, R]`, with first derivative
`p'` and second derivative `p''` (one-sided at the end points). -/
structure IsC2Exponent (R : ℝ) (p p' p'' : ℝ → ℝ) : Prop where
  first : ∀ r ∈ Icc 0 R, HasDerivWithinAt p (p' r) (Icc 0 R) r
  second : ∀ r ∈ Icc 0 R, HasDerivWithinAt p' (p'' r) (Icc 0 R) r
  cont : ContinuousOn p'' (Icc 0 R)
```

The pseudo-orbital is nodeless for $r>0$. Kerker and Troullier–Martins constructions take $p$ to be a polynomial.

$$u(r)=r^{l+1}e^{p(r)}$$

```lean
/-- The pseudo-orbital `u(r) = r^(l+1) exp(p(r))`. -/
def pseudoOrbital (l : ℕ) (p : ℝ → ℝ) (r : ℝ) : ℝ := r ^ (l + 1) * Real.exp (p r)
```

Since $u'/u=(l+1)/r+p'$,

$$\frac{u''}{u}=\left(\frac{u'}{u}\right)^2+\left(\frac{u'}{u}\right)'=\frac{l(l+1)}{r^2}+\frac{2(l+1)p'}{r}+p''+p'^2.$$

Inserting this in $-\tfrac12u''+\tfrac{l(l+1)}{2r^2}u+Vu=Eu$ cancels the centrifugal term and leaves

$$V=E+\frac{(l+1)p'}{r}+\frac{p''+p'^2}{2}.$$

The file takes this formula as the definition of $V$; the inversion is its physical motivation. The potential is screened: it still contains the Hartree and exchange-correlation contributions of the valence electrons.

```lean
/-- The screened pseudopotential `V = E + (l+1) p'/r + (p'' + p'^2)/2`, for `r > 0`. -/
def screenedPotential (l : ℕ) (E : ℝ) (p' p'' : ℝ → ℝ) (r : ℝ) : ℝ :=
  E + (l + 1) * p' r / r + (p'' r + p' r ^ 2) / 2
```

"Core repulsion" here means the signed integral $\int_0^R r^{2l+2}(V-E)\,dr$, which can be negative.

```lean
/-- The core repulsion: the integral of `r^(2l+2) (V - E)` from `0` to `R`. -/
def coreRepulsion (l : ℕ) (R E : ℝ) (V : ℝ → ℝ) : ℝ :=
  ∫ r in (0 : ℝ)..R, r ^ (2 * l + 2) * (V r - E)
```

## Separating the boundary term

Multiplying by the weight removes the $1/r$ singularity:

$$r^{2l+2}(V-E)=\left[(l+1)r^{2l+1}p'+\tfrac12r^{2l+2}p''\right]+\tfrac12r^{2l+2}p'^2.$$

The proof treats $r=0$ separately, where both sides vanish, and cancels $r/r$ elsewhere.

```lean
/-- The weight `r^(2l+2)` removes the `1/r` singularity of the potential and splits the integrand
into a part linear in `p'` and `p''` and a part quadratic in `p'`. -/
theorem weighted_potential (l : ℕ) (E : ℝ) (p' p'' : ℝ → ℝ) (r : ℝ) :
    r ^ (2 * l + 2) * (screenedPotential l E p' p'' r - E) =
      ((l + 1) * r ^ (2 * l + 1) * p' r + r ^ (2 * l + 2) * p'' r / 2)
        + r ^ (2 * l + 2) * p' r ^ 2 / 2 := by
  unfold screenedPotential
  by_cases hr : r = 0
  · subst hr
    simp
  · have h : r ^ (2 * l + 2) * (p' r / r) = r ^ (2 * l + 1) * p' r := by
      calc r ^ (2 * l + 2) * (p' r / r) = r ^ (2 * l + 1) * p' r * (r / r) := by ring
        _ = r ^ (2 * l + 1) * p' r := by rw [div_self hr, mul_one]
    linear_combination ((l : ℝ) + 1) * h
```

By the product rule, the bracket is the derivative of $\tfrac12r^{2l+2}p'$.

```lean
/-- For a C2 exponent, the linear part of the weighted potential is the derivative of
`r^(2l+2) p'/2` on `[0, R]`. -/
theorem linear_part_is_derivative (l : ℕ) {R r : ℝ} {p p' p'' : ℝ → ℝ}
    (hp : IsC2Exponent R p p' p'') (hr : r ∈ Icc 0 R) :
    HasDerivWithinAt (fun x => x ^ (2 * l + 2) * p' x / 2)
      ((l + 1) * r ^ (2 * l + 1) * p' r + r ^ (2 * l + 2) * p'' r / 2) (Icc 0 R) r := by
  have hpow : HasDerivAt (fun x : ℝ => x ^ (2 * l + 2))
      ((2 * l + 2) * r ^ (2 * l + 1)) r :=
    (hasDerivAt_pow (2 * l + 2) r).congr_deriv (by
      rw [show 2 * l + 2 - 1 = 2 * l + 1 by omega]
      norm_num)
  exact ((hpow.hasDerivWithinAt.fun_mul (hp.second r hr)).div_const 2).congr_deriv (by ring)
```

Both parts are continuous, hence integrable. The fundamental theorem of calculus evaluates the integral of the first, whose antiderivative $\tfrac12r^{2l+2}p'$ vanishes at $0$:

$$\int_0^R r^{2l+2}(V-E)\,dr=\frac{R^{2l+2}p'(R)}2+\frac12\int_0^R r^{2l+2}p'^2\,dr.$$

In the proof, `hfund` is this evaluation.

```lean
/-- For a C2 exponent on `[0, R]`, the core repulsion is a boundary term fixed by `p'(R)` plus
half the weighted integral of `p'^2`. -/
theorem coreRepulsion_identity (l : ℕ) (E : ℝ) {R : ℝ} (hR : 0 < R) {p p' p'' : ℝ → ℝ}
    (hp : IsC2Exponent R p p' p'') :
    coreRepulsion l R E (screenedPotential l E p' p'') =
      R ^ (2 * l + 2) * p' R / 2
        + 1 / 2 * (∫ r in (0 : ℝ)..R, r ^ (2 * l + 2) * p' r ^ 2) := by
  have hc1 : ContinuousOn p' (Icc 0 R) := fun r hr => (hp.second r hr).continuousWithinAt
  have hc2 := hp.cont
  have hF : ContinuousOn (fun r : ℝ => ((l : ℝ) + 1) * r ^ (2 * l + 1) * p' r
      + r ^ (2 * l + 2) * p'' r / 2) (Icc 0 R) := by fun_prop
  have hG : ContinuousOn (fun r : ℝ => r ^ (2 * l + 2) * p' r ^ 2 / 2) (Icc 0 R) := by
    fun_prop
  have hFi := hF.intervalIntegrable_of_Icc (μ := MeasureTheory.volume) hR.le
  have hGi := hG.intervalIntegrable_of_Icc (μ := MeasureTheory.volume) hR.le
  -- the linear part integrates to its boundary value at `R`
  have hfund := intervalIntegral.integral_eq_sub_of_hasDerivAt_of_le hR.le
    (fun r hr => (linear_part_is_derivative l hp hr).continuousWithinAt)
    (fun r hr => (linear_part_is_derivative l hp (Ioo_subset_Icc_self hr)).hasDerivAt
      (Icc_mem_nhds hr.1 hr.2)) hFi
  unfold coreRepulsion
  simp_rw [weighted_potential]
  rw [intervalIntegral.integral_add hFi hGi, hfund, intervalIntegral.integral_div,
    zero_pow (by omega : 2 * l + 2 ≠ 0)]
  ring
```

## The bound and its equality case

The last integral is nonnegative, which gives the bound. Suppose it vanishes. If $p'(r)\ne0$ at some $r\in(0,R]$, the continuous nonnegative integrand would be positive there and so would its integral, a contradiction. Hence $p'=0$ on $(0,R]$, and the mean value theorem gives $p(r)-p(0)=r\,p'(c)=0$ for some $c\in(0,r)$. Conversely, a constant $p$ has $p'=0$ by uniqueness of derivatives, and the integral vanishes.

```lean
/-- For a C2 exponent on `[0, R]`, the core repulsion is at least `R^(2l+2) p'(R)/2`, with
equality if and only if `p` is constant on `[0, R]`. -/
theorem coreRepulsion_lower_bound (l : ℕ) (E : ℝ) {R : ℝ} (hR : 0 < R) {p p' p'' : ℝ → ℝ}
    (hp : IsC2Exponent R p p' p'') :
    R ^ (2 * l + 2) * p' R / 2 ≤ coreRepulsion l R E (screenedPotential l E p' p'') ∧
      (coreRepulsion l R E (screenedPotential l E p' p'') = R ^ (2 * l + 2) * p' R / 2 ↔
        ∀ r ∈ Icc 0 R, p r = p 0) := by
  have hc1 : ContinuousOn p' (Icc 0 R) := fun r hr => (hp.second r hr).continuousWithinAt
  have hG : ContinuousOn (fun r : ℝ => r ^ (2 * l + 2) * p' r ^ 2) (Icc 0 R) := by fun_prop
  have hnn : ∀ r ∈ Icc 0 R, 0 ≤ r ^ (2 * l + 2) * p' r ^ 2 := fun r hr =>
    mul_nonneg (pow_nonneg hr.1 _) (sq_nonneg _)
  have hI := intervalIntegral.integral_nonneg (μ := MeasureTheory.volume) hR.le hnn
  rw [coreRepulsion_identity l E hR hp]
  refine ⟨by linarith, fun h => ?_, fun h => ?_⟩
  · -- a vanishing integral forces `p' = 0` away from the origin
    have hz : ∀ r ∈ Ioc 0 R, p' r = 0 := by
      intro r hr
      by_contra hne
      have hpos : 0 < r ^ (2 * l + 2) * p' r ^ 2 :=
        mul_pos (pow_pos hr.1 _) (pow_pos (abs_pos.mpr hne) 2 |>.trans_eq (sq_abs _))
      have := intervalIntegral.integral_pos hR hG
        (fun x hx => hnn x (Ioc_subset_Icc_self hx)) ⟨r, Ioc_subset_Icc_self hr, hpos⟩
      linarith
    intro r hr
    rcases hr.1.eq_or_lt with h0 | h0
    · rw [← h0]
    · obtain ⟨c, hc, hs⟩ := exists_hasDerivAt_eq_slope p p' h0
        (fun x hx => ((hp.first x ⟨hx.1, hx.2.trans hr.2⟩).continuousWithinAt).mono
          (Icc_subset_Icc_right hr.2))
        (fun x hx => (hp.first x ⟨hx.1.le, hx.2.le.trans hr.2⟩).hasDerivAt
          (Icc_mem_nhds hx.1 (hx.2.trans_le hr.2)))
      rw [hz c ⟨hc.1, hc.2.le.trans hr.2⟩, eq_div_iff (by linarith)] at hs
      linarith
  · -- a constant exponent has zero derivative
    have hz : ∀ r ∈ Icc 0 R, p' r = 0 := fun r hr =>
      ((hp.first r hr).derivWithin (uniqueDiffOn_Icc hR r hr)).symm.trans
        (((hasDerivWithinAt_const r (Icc 0 R) (p 0)).congr h (h r hr)).derivWithin
          (uniqueDiffOn_Icc hR r hr))
    have h0 : (∫ r in (0 : ℝ)..R, r ^ (2 * l + 2) * p' r ^ 2) = ∫ _ in (0 : ℝ)..R, (0 : ℝ) := by
      refine intervalIntegral.integral_congr (fun r hr => ?_)
      rw [uIcc_of_le hR.le] at hr
      simp [hz r hr]
    rw [h0]
    simp
```

## What value and slope determine

Let $u(R)=A$ and $u'(R)=B$, the slope being taken from inside the core. Then $A>0$ automatically, and

$$\frac BA=\frac{l+1}{R}+p'(R).$$

Substituting $p'(R)=B/A-(l+1)/R$ expresses the bound through the matching data. In one-channel pseudopotential construction with this orbital form, matching value and slope therefore limits how negative the weighted integral of $V-E$ over the core can be. In Lean, `hslope` is this substitution.

```lean
/-- If the pseudo-orbital of a C2 exponent has value `A` and slope `B` at the core radius `R`, the
core repulsion is at least `R^(2l+2) (B/A - (l+1)/R)/2`. -/
theorem coreRepulsion_bound_of_matching (l : ℕ) (E : ℝ) {R A B : ℝ} (hR : 0 < R)
    {p p' p'' : ℝ → ℝ} (hp : IsC2Exponent R p p' p'') (hA : pseudoOrbital l p R = A)
    (hB : HasDerivWithinAt (pseudoOrbital l p) B (Icc 0 R) R) :
    R ^ (2 * l + 2) * (B / A - (l + 1) / R) / 2 ≤
      coreRepulsion l R E (screenedPotential l E p' p'') := by
  have hm : R ∈ Icc 0 R := ⟨hR.le, le_rfl⟩
  have hu : HasDerivWithinAt (pseudoOrbital l p)
      (((l + 1 : ℕ) : ℝ) * R ^ l * Real.exp (p R)
        + R ^ (l + 1) * (Real.exp (p R) * p' R)) (Icc 0 R) R :=
    (hasDerivAt_pow (l + 1) R).hasDerivWithinAt.fun_mul (hp.first R hm).exp
  have hBeq := (hB.derivWithin (uniqueDiffOn_Icc hR R hm)).symm.trans
    (hu.derivWithin (uniqueDiffOn_Icc hR R hm))
  -- matching fixes the slope of the exponent
  have hslope : B / A - (l + 1) / R = p' R := by
    have he := Real.exp_ne_zero (p R)
    have hR0 := hR.ne'
    rw [hBeq, ← hA, pseudoOrbital]
    push_cast
    field_simp
    ring
  rw [hslope]
  exact (coreRepulsion_lower_bound l E hR hp).1
```

## Approaching the bound at fixed slope

For a natural number $k$, take

$$p(r)=\frac{b\,r^{2k+2}}{2k+2},\qquad p'(r)=b\,r^{2k+1},\qquad p''(r)=b(2k+1)r^{2k}.$$

The opening example is $k=0$.

```lean
/-- The even monomial `b r^(2k+2)/(2k+2)` is a C2 exponent with slope `b r^(2k+1)`. -/
theorem evenMonomial_isC2 (R b : ℝ) (k : ℕ) :
    IsC2Exponent R (fun r => b / (2 * k + 2) * r ^ (2 * k + 2))
      (fun r => b * r ^ (2 * k + 1)) (fun r => b * (2 * k + 1) * r ^ (2 * k)) where
  first r _ := ((hasDerivAt_pow (2 * k + 2) r).const_mul
      (b / (2 * k + 2))).hasDerivWithinAt.congr_deriv (by
    have hk : (2 * (k : ℝ) + 2) ≠ 0 := by positivity
    rw [show 2 * k + 2 - 1 = 2 * k + 1 by omega]
    push_cast
    rw [← mul_assoc, div_mul_cancel₀ b hk])
  second r _ := ((hasDerivAt_pow (2 * k + 1) r).const_mul b).hasDerivWithinAt.congr_deriv (by
    rw [Nat.add_sub_cancel]
    push_cast
    ring)
  cont := by fun_prop
```

Fix $p'(R)=a$ by choosing $b=a/R^{2k+1}$. The excess over the bound is

$$\frac{b^2}2\int_0^R r^{2l+4k+4}\,dr=\frac{a^2R^{2l+3}}{2(2l+4k+5)},$$

which tends to zero as $k$ grows. The proof picks $k>a^2R^{2l+3}/\varepsilon$, which makes the excess smaller than $\varepsilon$. For $a\ne0$ the bound is approached but never attained, because equality needs a constant $p$.

This family fixes only the slope of $p$ at $R$. Norm conservation and the matching of higher derivatives are not imposed, so the theorem does not say whether the bound stays optimal under them.

```lean
/-- For every slope `a` and every `ε > 0`, some C2 exponent on `[0, R]` with `p'(R) = a` has core
repulsion less than `R^(2l+2) a/2 + ε`, so the lower bound is optimal at fixed slope. -/
theorem coreRepulsion_bound_sharp (l : ℕ) (E a : ℝ) {R ε : ℝ} (hR : 0 < R) (hε : 0 < ε) :
    ∃ p p' p'' : ℝ → ℝ, IsC2Exponent R p p' p'' ∧ p' R = a ∧
      coreRepulsion l R E (screenedPotential l E p' p'') < R ^ (2 * l + 2) * a / 2 + ε := by
  obtain ⟨k, hk⟩ := exists_nat_gt (a ^ 2 * R ^ (2 * l + 3) / ε)
  rw [div_lt_iff₀ hε] at hk
  obtain ⟨b, hb⟩ : ∃ b : ℝ, b * R ^ (2 * k + 1) = a :=
    ⟨a / R ^ (2 * k + 1), div_mul_cancel₀ a (pow_ne_zero _ hR.ne')⟩
  refine ⟨_, _, _, evenMonomial_isC2 R b k, hb, ?_⟩
  -- the weighted integral of `p'^2`, which is twice the excess over the bound, in closed form
  have hI : (∫ r in (0 : ℝ)..R, r ^ (2 * l + 2) * (b * r ^ (2 * k + 1)) ^ 2) =
      a ^ 2 * R ^ (2 * l + 3) / (2 * l + 4 * k + 5) := by
    have hpt : ∀ r : ℝ, r ^ (2 * l + 2) * (b * r ^ (2 * k + 1)) ^ 2 =
        b ^ 2 * r ^ (2 * l + 4 * k + 4) := fun r => by ring
    simp_rw [hpt]
    rw [intervalIntegral.integral_const_mul, integral_pow,
      zero_pow (by omega : 2 * l + 4 * k + 4 + 1 ≠ 0), ← hb]
    push_cast
    rw [show (2 * (l : ℝ) + 4 * k + 4 + 1) = 2 * l + 4 * k + 5 by ring]
    ring
  rw [coreRepulsion_identity l E hR (evenMonomial_isC2 R b k), hI, hb]
  have h0 : 0 ≤ a ^ 2 * R ^ (2 * l + 3) / (2 * (l : ℝ) + 4 * k + 5) := by positivity
  have h1 : a ^ 2 * R ^ (2 * l + 3) / (2 * (l : ℝ) + 4 * k + 5) < ε := by
    rw [div_lt_iff₀ (by positivity)]
    nlinarith [mul_nonneg hε.le (Nat.cast_nonneg (α := ℝ) l),
      mul_nonneg hε.le (Nat.cast_nonneg (α := ℝ) k)]
  linarith

end

end PseudopotentialCoreRepulsion
```

```lean
#print axioms PseudopotentialCoreRepulsion.coreRepulsion_bound_of_matching
#print axioms PseudopotentialCoreRepulsion.coreRepulsion_bound_sharp
```

```
'PseudopotentialCoreRepulsion.coreRepulsion_bound_of_matching' depends on axioms: [propext, Classical.choice, Quot.sound]
'PseudopotentialCoreRepulsion.coreRepulsion_bound_sharp' depends on axioms: [propext, Classical.choice, Quot.sound]
```
